# The trace of a matrix against the chirality operator is the difference of its two sublattice traces

On a finite set of sites or orbitals divided into two sublattices, the chirality matrix is diagonal, with entries +1 on the first sublattice and −1 on the second. The lemma `trace_chirality_mul` states that, for any complex matrix `M` on the whole set, the trace of the chirality matrix times `M` is the trace of the first diagonal block of `M` minus that of the second. `M` need not be Hermitian, normalised or chirally symmetric, and its off-diagonal blocks are arbitrary. The attempt writes `M` in terms of its four blocks, multiplies blockwise, and then calls on a lemma for the trace of a block matrix.

The failing Lean file:

```lean
import Mathlib

open Matrix
open scoped ComplexOrder

namespace SublatticeImbalance

noncomputable section

variable {m n ι : Type*} [Fintype m] [Fintype n] [Fintype ι]
  [DecidableEq m] [DecidableEq n] [DecidableEq ι]

/-- The chirality matrix: `+1` on the first sublattice and `-1` on the second. -/
def chirality (m n : Type*) [DecidableEq m] [DecidableEq n] :
    Matrix (m ⊕ n) (m ⊕ n) ℂ := fromBlocks 1 0 0 (-1)

/-- The trace against the chirality matrix is the difference of the two sublattice traces. -/
theorem trace_chirality_mul (M : Matrix (m ⊕ n) (m ⊕ n) ℂ) :
    (chirality m n * M).trace = M.toBlocks₁₁.trace - M.toBlocks₂₂.trace := by
  conv_lhs => rw [← fromBlocks_toBlocks M]
  rw [chirality, fromBlocks_multiply, Matrix.trace_fromBlocks]
  simp [sub_eq_add_neg]

end

end SublatticeImbalance
```

Lean reports:

```
Main.lean:21:38: error(lean.unknownIdentifier): Unknown constant `Matrix.trace_fromBlocks`
Main.lean:19:75: error: unsolved goals
m : Type u_1
n : Type u_2
inst✝³ : Fintype m
inst✝² : Fintype n
inst✝¹ : DecidableEq m
inst✝ : DecidableEq n
M : Matrix (m ⊕ n) (m ⊕ n) ℂ
⊢ (fromBlocks (1 * M.toBlocks₁₁ + 0 * M.toBlocks₂₁) (1 * M.toBlocks₁₂ + 0 * M.toBlocks₂₂)
        (0 * M.toBlocks₁₁ + -1 * M.toBlocks₂₁) (0 * M.toBlocks₁₂ + -1 * M.toBlocks₂₂)).trace =
    M.toBlocks₁₁.trace - M.toBlocks₂₂.trace
```

Fix (accepted with no message):

```diff
@@ -19,6 +19,6 @@
     (chirality m n * M).trace = M.toBlocks₁₁.trace - M.toBlocks₂₂.trace := by
   conv_lhs => rw [← fromBlocks_toBlocks M]
-  rw [chirality, fromBlocks_multiply, Matrix.trace_fromBlocks]
-  simp [sub_eq_add_neg]
+  rw [chirality, fromBlocks_multiply]
+  simp [Matrix.trace, Fintype.sum_sum_type, sub_eq_add_neg]
 
 end
```

Diagnosis. The first message says that Lean knows no constant called `Matrix.trace_fromBlocks`, so the last rewrite in the `rw` list has nothing to rewrite with. The second message shows the goal left at that point. The chirality matrix has been unfolded and the block product formed, so the earlier rewrites worked, but the trace has not yet been split between the sublattices.

The repair removes the unknown name and gives `simp` the means to do that step. Unfolding `Matrix.trace` turns each trace into a sum of diagonal entries, and `Fintype.sum_sum_type` splits the sum over `m ⊕ n` into one over `m` and one over `n`. `simp` can then read off the diagonal blocks and clear the products with `1`, `0` and `-1`. The lemma `sub_eq_add_neg`, already present in the first attempt, writes the subtraction on the right as the addition of a negative, to match the left.
